# For independent Porter–Thomas widths of equal mean, the Coulomb-blockade peak height is distributed as a squared Gaussian

To average a function of the Coulomb-blockade peak height over an ensemble of chaotic quantum dots, one can replace the integral over two partial widths by an integral over one Gaussian variable $t$ of mean zero and variance $1/4$, and insert $t^2$ for the height. In a simulation, the same step turns two random draws per peak into one. The replacement holds when the temperature is large compared with the level widths but small compared with the level spacing, so that the current at a peak flows through a single level and the peak is broadened by temperature. The model also assumes that each lead has one channel, and that the two level amplitudes are real, independent and Gaussian with mean zero and equal variance, which is taken as the unit of width. The height is measured in units of its temperature-dependent prefactor.

## From two level amplitudes to one Gaussian variable

Let $a$ and $b$ be the partial widths of a level, that is, $\hbar$ times its decay rates into the left and right leads. When the temperature is large compared with the widths but small compared with the level spacing, the height of the conductance peak is proportional to
$$h=\frac{ab}{a+b}.$$
The prefactor, which contains the temperature, is set to one.

The Porter–Thomas assumption is $a=x^2$ and $b=y^2$, with $x$ and $y$ independent standard Gaussian variables. They stand for the values of a chaotic wavefunction at the two contacts. The values can be chosen real because time-reversal symmetry is present and spin–orbit coupling is absent, and they are taken as independent because the contacts are far apart on the scale of the wavelength. Unit variance means that widths are measured in units of their common mean.

Define the signed amplitude
$$A(x,y)=\frac{xy}{\sqrt{x^2+y^2}},\qquad\text{so that}\qquad A(x,y)^2=\frac{x^2y^2}{x^2+y^2}=h.$$
The claim is that $A$ has the same distribution as $y/2$. Put $x=r\cos\theta$ and $y=r\sin\theta$ with $r>0$. Then
$$A=r\cos\theta\sin\theta=\frac r2\sin2\theta,\qquad \frac y2=\frac r2\sin\theta .$$
The two expressions differ only in the frequency of the sine, and a full turn does not notice this. For continuous $g$, the substitution $\varphi=2\theta$ gives
$$\int_{-\pi}^{\pi}g(\sin2\theta)\,d\theta=\frac12\int_{-2\pi}^{2\pi}g(\sin\varphi)\,d\varphi=\int_{-\pi}^{\pi}g(\sin\varphi)\,d\varphi,$$
since the doubled range contains two periods.

Now let $f$ be continuous with $|f|\le C$. The Gaussian weight depends on $r$ alone, so
$$\iint f(A)\,e^{-(x^2+y^2)/2}\,dx\,dy=\int_0^\infty r\,e^{-r^2/2}\int_{-\pi}^{\pi}f\!\left(\tfrac r2\sin2\theta\right)d\theta\,dr .$$
The order of integration is immaterial because the integrand is bounded by $C\,r\,e^{-r^2/2}$, whose integral is $2\pi C$. At each fixed $r$, the angular identity with $g(s)=f(rs/2)$ replaces $\sin2\theta$ by $\sin\theta$. Returning to Cartesian coordinates gives
$$\iint f(A)\,e^{-(x^2+y^2)/2}\,dx\,dy=\iint f(y/2)\,e^{-(x^2+y^2)/2}\,dx\,dy .$$

Divide by $2\pi$, integrate out $x$, which yields $\sqrt{2\pi}$, and set $y=2t$:
$$\langle f(A)\rangle=\frac{\sqrt{2\pi}}{2\pi}\,2\int_{-\infty}^{\infty}f(t)\,e^{-2t^2}dt=\int_{-\infty}^{\infty}f(t)\sqrt{\frac2\pi}\,e^{-2t^2}dt .$$
This is the centred normal density of variance $1/4$.

For the height, take $f(t)=g(t^2)$ with $g$ bounded and continuous. The integrand is even, so the integral is twice that over $t>0$. With $h=t^2$ and $dt=dh/(2\sqrt h)$,
$$\langle g(h)\rangle=\int_0^\infty g(h)\sqrt{\frac{2}{\pi h}}\,e^{-2h}\,dh .$$

## Height, amplitude and ensemble average as Lean definitions

```lean
import Mathlib

open Real MeasureTheory Set

namespace CoulombBlockadePeaks

noncomputable section
```

The height is a function of two real widths, in units where the prefactor is one.

```lean
/-- Peak height, in natural units, of a level with partial widths `a` and `b` to the two leads;
the domain is `a + b ≠ 0`. -/
def peakHeight (a b : ℝ) : ℝ := a * b / (a + b)
```

The amplitude is a function of the two level amplitudes, and it keeps the sign of $xy$.

```lean
/-- Signed peak amplitude for real level amplitudes `x` and `y` at the two leads;
the domain is `(x, y) ≠ (0, 0)`. -/
def peakAmplitude (x y : ℝ) : ℝ := x * y / √(x ^ 2 + y ^ 2)
```

For widths $x^2$ and $y^2$, both quotients are undefined only at the origin $x=y=0$, where Lean's division returns zero; a single point has no weight in the integrals below.

The ensemble enters through an explicit average. `ensembleMean` takes a function of both amplitudes, integrates it over the plane with the Gaussian weight, and divides by $2\pi$. Independence, equal variances and the unit of width are all fixed here.

```lean
/-- Average of `F` over two independent standard Gaussian level amplitudes. -/
def ensembleMean (F : ℝ → ℝ → ℝ) : ℝ :=
  (2 * π)⁻¹ * ∫ p : ℝ × ℝ, F p.1 p.2 * Real.exp (-(p.1 ^ 2 + p.2 ^ 2) / 2)
```

The first theorem connects the two quantities. Its proof distributes the square over the quotient and uses `Real.sq_sqrt` to remove the root of the nonnegative number $x^2+y^2$.

```lean
/-- With widths `x²` and `y²`, the peak height is the square of the peak amplitude. -/
theorem peakHeight_eq_sq (x y : ℝ) :
    peakHeight (x ^ 2) (y ^ 2) = peakAmplitude x y ^ 2 := by
  unfold peakHeight peakAmplitude
  rw [div_pow, mul_pow, Real.sq_sqrt (by positivity)]
```

## The doubled angle

The polar form of the amplitude is stated for $r>0$. The auxiliary equation `h` is $\cos^2\theta+\sin^2\theta=1$ multiplied by $r^2$. The root then becomes $r$, and `Real.sin_two_mul` supplies the double-angle formula.

```lean
/-- In polar coordinates the peak amplitude is `(r/2) sin 2θ`. -/
theorem peakAmplitude_polar {r : ℝ} (hr : 0 < r) (θ : ℝ) :
    peakAmplitude (r * Real.cos θ) (r * Real.sin θ) = r / 2 * Real.sin (2 * θ) := by
  have h : (r * Real.cos θ) ^ 2 + (r * Real.sin θ) ^ 2 = r ^ 2 := by
    linear_combination r ^ 2 * Real.sin_sq_add_cos_sq θ
  unfold peakAmplitude
  rw [h, Real.sqrt_sq hr.le, Real.sin_two_mul]
  field_simp
```

The next theorem is the identity over a full turn. In its proof, `h1` is the substitution $\varphi=2\theta$ with its factor $1/2$. The equations `h2` and `h3` use periodicity to move the intervals from $-2\pi$ to $0$ and from $0$ to $2\pi$ onto the interval from $-\pi$ to $\pi$, and `h4` joins the two halves.

```lean
/-- Over a full turn, `sin 2θ` and `sin θ` give the same integral of any continuous function. -/
theorem angular_average {g : ℝ → ℝ} (hg : Continuous g) :
    ∫ θ in (-π)..π, g (Real.sin (2 * θ)) = ∫ θ in (-π)..π, g (Real.sin θ) := by
  have hp : Function.Periodic (fun θ => g (Real.sin θ)) (2 * π) := fun θ => by
    simp only [Real.sin_add_two_pi]
  have hc : ∀ a b, IntervalIntegrable (fun θ => g (Real.sin θ)) volume a b :=
    fun a b => (hg.comp Real.continuous_sin).intervalIntegrable a b
  have h1 : ∫ θ in (-π)..π, g (Real.sin (2 * θ))
      = (2 : ℝ)⁻¹ • ∫ θ in (2 * -π)..(2 * π), g (Real.sin θ) :=
    intervalIntegral.integral_comp_mul_left (fun θ => g (Real.sin θ)) two_ne_zero
  -- the doubled range consists of two full periods
  have h2 := hp.intervalIntegral_add_eq (-(2 * π)) (-π)
  have h3 := hp.intervalIntegral_add_eq 0 (-π)
  rw [show -(2 * π) + 2 * π = 0 by ring, show -π + 2 * π = π by ring] at h2
  rw [zero_add, show -π + 2 * π = π by ring] at h3
  have h4 := intervalIntegral.integral_add_adjacent_intervals
    (hc (-(2 * π)) 0) (hc 0 (2 * π))
  rw [h1, show 2 * -π = -(2 * π) by ring, ← h4, h2, h3, smul_eq_mul]
  ring
```

## Separating radius and angle

The passage to polar coordinates is needed twice, once for $A$ and once for $y/2$, so it is proved for a general function `a` of the plane that equals $(r/2)\sin c\theta$ in polar coordinates. Here `a` is no longer a width. The hypotheses `hf` and `hb` say that $f$ is continuous and bounded by $C$.

The step `hpol` changes variables and brings in the Jacobian $r$. The steps `h1` to `h3` establish integrability: first of $r\,e^{-r^2/2}$, then of the bound $C\,r\,e^{-r^2/2}$ on the strip of radii and angles, and finally of the integrand itself by comparison. This licenses `integral_prod`, which is Fubini's theorem, and the radial factor is then pulled out of the angular integral.

```lean
/-- For bounded continuous `f`, a Gaussian planar integral of `f(a(x,y))`, where `a` equals `(r/2)
sin cθ` in polar coordinates, splits into a radial and an angular integral. -/
theorem polar_reduction {f : ℝ → ℝ} (hf : Continuous f) {C : ℝ} (hb : ∀ t, |f t| ≤ C)
    (a : ℝ → ℝ → ℝ) (c : ℝ)
    (ha : ∀ r θ, 0 < r → a (r * Real.cos θ) (r * Real.sin θ) = r / 2 * Real.sin (c * θ)) :
    ∫ p : ℝ × ℝ, f (a p.1 p.2) * Real.exp (-(p.1 ^ 2 + p.2 ^ 2) / 2)
      = ∫ r in Ioi (0 : ℝ), r * Real.exp (-r ^ 2 / 2) *
          ∫ θ in (-π)..π, f (r / 2 * Real.sin (c * θ)) := by
  have hpol : ∫ p : ℝ × ℝ, f (a p.1 p.2) * Real.exp (-(p.1 ^ 2 + p.2 ^ 2) / 2)
      = ∫ p in Ioi (0 : ℝ) ×ˢ Ioo (-π) π,
          p.1 * (f (p.1 / 2 * Real.sin (c * p.2)) * Real.exp (-p.1 ^ 2 / 2)) := by
    refine (integral_comp_polarCoord_symm (fun p : ℝ × ℝ =>
      f (a p.1 p.2) * Real.exp (-(p.1 ^ 2 + p.2 ^ 2) / 2))).symm.trans ?_
    rw [polarCoord_target]
    refine setIntegral_congr_fun (measurableSet_Ioi.prod measurableSet_Ioo) (fun p hp => ?_)
    have hr : 0 < p.1 := hp.1
    have h : (p.1 * Real.cos p.2) ^ 2 + (p.1 * Real.sin p.2) ^ 2 = p.1 ^ 2 := by
      linear_combination p.1 ^ 2 * Real.sin_sq_add_cos_sq p.2
    simp only [polarCoord_symm_apply, smul_eq_mul]
    rw [ha _ _ hr, h]
  -- the Gaussian weight and the bound on f justify Fubini
  have h1 : Integrable (fun r : ℝ => r * Real.exp (-r ^ 2 / 2)) := by
    have e : (fun r : ℝ => r * Real.exp (-r ^ 2 / 2))
        = fun r => r * Real.exp (-(1 / 2) * r ^ 2) := by
      funext r
      rw [show -r ^ 2 / 2 = -(1 / 2) * r ^ 2 by ring]
    rw [e]
    exact integrable_mul_exp_neg_mul_sq (by norm_num)
  have h2 : Integrable (fun p : ℝ × ℝ => (p.1 * Real.exp (-p.1 ^ 2 / 2)) * C)
      ((volume.restrict (Ioi (0 : ℝ))).prod (volume.restrict (Ioo (-π) π))) :=
    (h1.restrict (s := Ioi 0)).mul_prod (integrable_const C)
  have h3 : Integrable (fun p : ℝ × ℝ =>
      p.1 * (f (p.1 / 2 * Real.sin (c * p.2)) * Real.exp (-p.1 ^ 2 / 2)))
      ((volume.restrict (Ioi (0 : ℝ))).prod (volume.restrict (Ioo (-π) π))) := by
    refine h2.mono (Continuous.aestronglyMeasurable (by fun_prop)) (ae_of_all _ fun p => ?_)
    have h := (hb (p.1 / 2 * Real.sin (c * p.2))).trans (le_abs_self C)
    simp only [norm_mul, Real.norm_eq_abs]
    calc _ = |p.1| * |Real.exp (-p.1 ^ 2 / 2)| * |f (p.1 / 2 * Real.sin (c * p.2))| := by ring
      _ ≤ _ := mul_le_mul_of_nonneg_left h (by positivity)
  rw [hpol, Measure.volume_eq_prod, ← Measure.prod_restrict, integral_prod _ h3]
  refine integral_congr_ae (ae_of_all _ fun r => ?_)
  change ∫ θ in Ioo (-π) π, r * (f (r / 2 * Real.sin (c * θ)) * Real.exp (-r ^ 2 / 2))
    = r * Real.exp (-r ^ 2 / 2) * ∫ θ in (-π)..π, f (r / 2 * Real.sin (c * θ))
  rw [intervalIntegral.integral_of_le (by linarith [Real.pi_pos]),
    integral_Ioc_eq_integral_Ioo, ← integral_const_mul]
  congr 1
  ext θ
  ring
```

## The identity in the plane

The central theorem says that, for every bounded continuous $f$, the two planar integrals agree. The factor $1/(2\pi)$ is absent from both sides. The proof applies the polar reduction with $c=2$ to the amplitude and with $c=1$ to $y/2$, then compares the radial integrands at each $r$ by means of `angular_average`.

```lean
/-- Under the Gaussian weight on the plane, `xy/√(x²+y²)` and `y/2` give the same integral of
every bounded continuous function. -/
theorem integral_peakAmplitude {f : ℝ → ℝ} (hf : Continuous f) {C : ℝ}
    (hb : ∀ t, |f t| ≤ C) :
    ∫ p : ℝ × ℝ, f (p.1 * p.2 / √(p.1 ^ 2 + p.2 ^ 2)) * Real.exp (-(p.1 ^ 2 + p.2 ^ 2) / 2)
      = ∫ p : ℝ × ℝ, f (p.2 / 2) * Real.exp (-(p.1 ^ 2 + p.2 ^ 2) / 2) := by
  have hL := polar_reduction hf hb peakAmplitude 2 (fun r θ hr => peakAmplitude_polar hr θ)
  have hR := polar_reduction hf hb (fun _ y => y / 2) 1 (fun r θ _ => by rw [one_mul]; ring)
  refine hL.trans (Eq.trans ?_ hR.symm)
  congr 1
  ext r
  have h := angular_average (g := fun s => f (r / 2 * s)) (by fun_prop)
  simp only [one_mul]
  rw [h]
```

## The normal density of variance 1/4

The next theorem expresses the normalised average of $f(A)$ as a one-dimensional integral against the explicit density. In the proof, `hs` splits the exponent into a part in $x$ and a part in $y/2$, `hm` factorises the planar integral, and `hd` performs the rescaling $y=2t$ with its factor 2. The Gaussian integral over $x$ comes from `integral_gaussian`, and `hq` rewrites $\sqrt{2\pi}$ as $\pi\sqrt{2/\pi}$ so that the constants cancel.

```lean
/-- For independent standard Gaussian level amplitudes, the peak amplitude is distributed as a
centred Gaussian of variance `1/4`, whose density is `√(2/π) exp(-2t²)`. -/
theorem peakAmplitude_gaussian {f : ℝ → ℝ} (hf : Continuous f) {C : ℝ}
    (hb : ∀ t, |f t| ≤ C) :
    ensembleMean (fun x y => f (peakAmplitude x y))
      = ∫ t, f t * (√(2 / π) * Real.exp (-2 * t ^ 2)) := by
  have hs : ∫ p : ℝ × ℝ, f (p.2 / 2) * Real.exp (-(p.1 ^ 2 + p.2 ^ 2) / 2)
      = ∫ p : ℝ × ℝ, Real.exp (-(1 / 2) * p.1 ^ 2) *
          (f (p.2 / 2) * Real.exp (-2 * (p.2 / 2) ^ 2)) := by
    congr 1
    ext p
    rw [show -(p.1 ^ 2 + p.2 ^ 2) / 2 = -(1 / 2) * p.1 ^ 2 + -2 * (p.2 / 2) ^ 2 by ring,
      Real.exp_add]
    ring
  -- integrate out x, then rescale y
  have hm : ∫ p : ℝ × ℝ, Real.exp (-(1 / 2) * p.1 ^ 2) *
        (f (p.2 / 2) * Real.exp (-2 * (p.2 / 2) ^ 2))
      = (∫ x : ℝ, Real.exp (-(1 / 2) * x ^ 2)) *
          ∫ y : ℝ, f (y / 2) * Real.exp (-2 * (y / 2) ^ 2) :=
    integral_prod_mul (fun x : ℝ => Real.exp (-(1 / 2) * x ^ 2))
      (fun y : ℝ => f (y / 2) * Real.exp (-2 * (y / 2) ^ 2))
  have hd : ∫ y : ℝ, f (y / 2) * Real.exp (-2 * (y / 2) ^ 2)
      = |(2 : ℝ)| • ∫ t : ℝ, f t * Real.exp (-2 * t ^ 2) :=
    Measure.integral_comp_div (fun t : ℝ => f t * Real.exp (-2 * t ^ 2)) 2
  have hq : √(π / (1 / 2)) = π * √(2 / π) := by
    rw [show π / (1 / 2) = π ^ 2 * (2 / π) by field_simp,
      Real.sqrt_mul (sq_nonneg π), Real.sqrt_sq Real.pi_pos.le]
  have hr : ∫ t, f t * (√(2 / π) * Real.exp (-2 * t ^ 2))
      = √(2 / π) * ∫ t, f t * Real.exp (-2 * t ^ 2) := by
    rw [← integral_const_mul]
    congr 1
    ext t
    ring
  have hmain := integral_peakAmplitude hf hb
  unfold ensembleMean peakAmplitude
  rw [hmain, hs, hm, hd, integral_gaussian, hq, hr, abs_two, smul_eq_mul]
  have hpi := Real.pi_ne_zero
  field_simp
```

## The law of the peak height

Inserting $f(t)=g(t^2)$ gives the statement about heights. The new function is continuous and has the same bound $C$ as $g$, so the previous theorem applies directly.

```lean
/-- For independent Porter-Thomas widths `x²` and `y²` of unit mean, the peak height is distributed
as the square of a centred Gaussian of variance `1/4`. -/
theorem peakHeight_squared_gaussian {g : ℝ → ℝ} (hg : Continuous g) {C : ℝ}
    (hb : ∀ h, |g h| ≤ C) :
    ensembleMean (fun x y => g (peakHeight (x ^ 2) (y ^ 2)))
      = ∫ t, g (t ^ 2) * (√(2 / π) * Real.exp (-2 * t ^ 2)) := by
  simp only [peakHeight_eq_sq]
  exact peakAmplitude_gaussian (f := fun t => g (t ^ 2)) (by fun_prop) (fun t => hb (t ^ 2))
```

The last theorem gives the density on $h>0$. The step `he` folds the line onto its positive half, and `hsub` is the substitution $h=t^2$. What remains is a comparison of integrands at each $t>0$, where `hroot` extracts the factor $1/t$ from the square root.

```lean
/-- For independent Porter-Thomas widths of unit mean, the peak height `h > 0` has probability
density `√(2/(πh)) exp(-2h)`. -/
theorem peakHeight_density {g : ℝ → ℝ} (hg : Continuous g) {C : ℝ}
    (hb : ∀ h, |g h| ≤ C) :
    ensembleMean (fun x y => g (peakHeight (x ^ 2) (y ^ 2)))
      = ∫ h in Ioi (0 : ℝ), g h * (√(2 / (π * h)) * Real.exp (-2 * h)) := by
  have he := integral_comp_abs
    (f := fun t : ℝ => g (t ^ 2) * (√(2 / π) * Real.exp (-2 * t ^ 2)))
  simp only [sq_abs] at he
  -- substitute h = t² on the positive half-line
  have hsub := integral_comp_rpow_Ioi_of_pos
    (g := fun h : ℝ => g h * (√(2 / (π * h)) * Real.exp (-2 * h))) (p := 2) two_pos
  rw [peakHeight_squared_gaussian hg hb, he, ← hsub, ← integral_const_mul]
  refine setIntegral_congr_fun measurableSet_Ioi (fun t ht => ?_)
  have ht0 : 0 < t := ht
  have hroot : √(2 / (π * t ^ 2)) = √(2 / π) / t := by
    rw [← div_div, Real.sqrt_div (by positivity), Real.sqrt_sq ht0.le]
  simp only [smul_eq_mul, Real.rpow_two]
  rw [show (2 : ℝ) - 1 = 1 by norm_num, Real.rpow_one, hroot]
  field_simp

end

end CoulombBlockadePeaks
```

```lean
#print axioms CoulombBlockadePeaks.peakHeight_squared_gaussian
-- 'CoulombBlockadePeaks.peakHeight_squared_gaussian' depends on axioms: [propext, Classical.choice, Quot.sound]
#print axioms CoulombBlockadePeaks.peakHeight_density
-- 'CoulombBlockadePeaks.peakHeight_density' depends on axioms: [propext, Classical.choice, Quot.sound]
```

The theorems concern real amplitudes with equal variances. Leads with different mean widths, broken time-reversal symmetry and several channels per lead are not treated, and the Gaussian statistics are assumed, not derived from a Hamiltonian or a random matrix. The mean height is an average of an unbounded function; it follows by applying the last theorem to $\min(|h|,n)$ and letting $n$ grow, which gives $1/4$.

## Stating the law as an equality of measures

Here a distribution is described by its averages of bounded continuous functions. An alternative model would take the product of two standard Gaussian measures, push it forward along `peakAmplitude`, and state that the result equals the Gaussian measure with mean zero and variance $1/4$.

That version would give probabilities of events directly. The fraction of peaks below a given height, for instance, is the average of a step function, which is not continuous and therefore needs a limiting argument from the present theorems. To derive it from the present theorems, one would write the Gaussian measures through their densities and add two ingredients: measurability of the amplitude, and the fact that two finite measures on the real line agree if they give every bounded continuous function the same integral. The polar-coordinate calculation would stay the same.
